# Symmetric channel coupling keeps the matrix Wronskian of the radial equations constant

## Two coupled channels

Take two radial channels, labelled 0 and 1, coupled by a real 2 × 2 matrix Q(r). Let f = (f₀, f₁) and g = (g₀, g₁) be two solutions, so that f'' = Qf and g'' = Qg. Define

W = f₀g₀' + f₁g₁' − f₀'g₀ − f₁'g₁.

On differentiating, the products of two first derivatives cancel. Inserting the equations removes the diagonal elements of Q as well, which leaves

W' = (Q₀₁ − Q₁₀)(f₀g₁ − f₁g₀).

If the coupling from 0 to 1 equals that from 1 to 0, W is constant.

Numbers show both cases. For Q₀₁ = Q₁₀ = 1 and zero diagonal, take f = (sinh r, sinh r) and g = (cosh r, cosh r). At r = 0, W = 0 − 2 = −2. At r = ln 2, where sinh r = 3/4 and cosh r = 5/4, W = 2(9/16 − 25/16) = −2 again. Now set Q₁₀ = 0 and keep Q₀₁ = 1. Then f = (1, 0) and g = (r²/2, 1) are solutions, and W = r, which is not constant.

## Non-spherical potentials and the conservation law

A non-spherical potential couples the angular momentum channels of a single scatterer. For radial functions multiplied by r, in units with ħ²/2m = 1, the equations read F'' = QF. Here Q contains the centrifugal terms, the potential matrix elements and minus the energy. A real local potential in real spherical harmonics makes Q real and symmetric.

Collect solutions as columns of matrices F and G, with rows labelling channels, and define

W = FᵀG' − F'ᵀG.

The product rule gives

W' = F'ᵀG' + FᵀQG − (QF)ᵀG − F'ᵀG' = Fᵀ(Q − Qᵀ)G.

For symmetric Q this is zero, so W is constant on an interval. Conversely, if W is constant near r and F(r), G(r) are square and invertible, multiplying Fᵀ(Q − Qᵀ)G = 0 by the inverses gives Q = Qᵀ at r.

## Regular solutions and matching amplitudes

Let Q be symmetric, and suppose that, as r decreases to 0, F and G tend to zero while F' → D and G' → E with finite D and E. Then W → 0ᵀE − Dᵀ0 = 0, and since W is constant, it vanishes everywhere.

At a matching radius, write the regular solution in terms of free radial functions, with diagonal matrices j, y and their slopes j', y':

F = jC − yS,  F' = j'C − y'S.

Assume jₖy'ₖ − j'ₖyₖ = w ≠ 0 in every channel k. Expanding the Wronskian of F with itself, the CᵀC and SᵀS terms cancel, and

0 = FᵀF' − F'ᵀF = −w(CᵀS − SᵀC).

Hence CᵀS = SᵀC. The common w stands for free waves of one energy and one normalisation: r times the spherical Bessel and Neumann functions of κr, with wave number κ > 0, give w = 1/κ in every channel.

In a single-site calculation with finitely many channels and a real symmetric coupling, a CᵀS that is asymmetric beyond rounding therefore signals an error in the radial solutions or in the matching. The error may be no more than that of a finite radial step.

## From the amplitudes to the t-matrix, and two energies

The formal development ends at CᵀS = SᵀC; the algebra here goes a little further. If C is square and invertible, the relation says that SC⁻¹ is symmetric. With the usual normalisation, the t-matrix at that energy is a rational function of SC⁻¹ with scalar coefficients, so it is symmetric too.

The same differentiation handles two energies. Let Q = V − ε, where ε is the energy and the symmetric matrix V, centrifugal terms included, does not depend on it. Let F belong to ε₁ and G to ε₂. Then W' = (ε₁ − ε₂)FᵀG, and for a < b in the interval

W(b) − W(a) = (ε₁ − ε₂) ∫ₐᵇ FᵀG dr.

Boundary values thus determine the overlap integral when ε₁ ≠ ε₂.

## What the Lean statements say

The finite type `ι` labels channels, and `p` and `q` label solutions, so F and G may be rectangular. `HasEntryDeriv` means differentiation entry by entry within a set `I` of radii, one-sided at an included endpoint. In `IsRadialSolution`, `F'` is a separate function, required to be the derivative of `F` and to have derivative `Q r * F r`. Q is not assumed continuous, but the equations must hold at every radius of `I`. A jump in Q, as at the edge of a square well, is therefore generally excluded, since F' has a kink there. For symmetric Q, W still keeps its value across such a jump, because F, F', G and G' are continuous.

The main theorem, `wronskian_constant`, takes a convex `I`, which on the real line means an interval, and Q symmetric at each of its points. It concludes that `wronskian` agrees at any two points of `I`. An open interval (0, R) leaves room for a centrifugal singularity at the origin.

`IsRegular` is the boundary condition described above; it is assumed, not derived from the behaviour of Q. In `matching_amplitudes_symmetric`, the free functions enter only as numbers at one radius inside (0, R). Complex energies, complex potentials, complex harmonics and infinitely many channels are not covered.

```lean
import Mathlib

open Matrix Filter Topology

namespace FullPotentialWronskian

variable {ι p q : Type*} [Fintype ι]

/-- The matrix function `A` has the derivative `A'` at `r`, entry by entry, within the
set `I` of radii. -/
def HasEntryDeriv {m n : Type*} (I : Set ℝ) (A : ℝ → Matrix m n ℝ) (A' : Matrix m n ℝ)
    (r : ℝ) : Prop :=
  ∀ i j, HasDerivWithinAt (fun s => A s i j) (A' i j) I r

/-- `F`, with derivative `F'`, solves the coupled radial equations `F'' = Q F` on `I`.
Rows label channels, columns label solutions. -/
def IsRadialSolution (I : Set ℝ) (Q : ℝ → Matrix ι ι ℝ) (F F' : ℝ → Matrix ι p ℝ) : Prop :=
  ∀ r ∈ I, HasEntryDeriv I F (F' r) r ∧ HasEntryDeriv I F' (Q r * F r) r

/-- The matrix Wronskian `Fᵀ G' - F'ᵀ G`. -/
def wronskian (F F' : ℝ → Matrix ι p ℝ) (G G' : ℝ → Matrix ι q ℝ) (r : ℝ) : Matrix p q ℝ :=
  (F r)ᵀ * G' r - (F' r)ᵀ * G r

/-- Regularity at the origin: as `r` decreases to zero, `F` tends to zero and its
derivative `F'` has a finite limit. -/
def IsRegular (F F' : ℝ → Matrix ι p ℝ) : Prop :=
  (∀ i j, Tendsto (fun r => F r i j) (𝓝[>] 0) (𝓝 0)) ∧
    ∃ D : Matrix ι p ℝ, ∀ i j, Tendsto (fun r => F' r i j) (𝓝[>] 0) (𝓝 (D i j))

/-- Product rule for the matrix product `Aᵀ B`. -/
theorem HasEntryDeriv.transpose_mul {I : Set ℝ} {r : ℝ} {A : ℝ → Matrix ι p ℝ}
    {B : ℝ → Matrix ι q ℝ} {A' : Matrix ι p ℝ} {B' : Matrix ι q ℝ}
    (hA : HasEntryDeriv I A A' r) (hB : HasEntryDeriv I B B' r) :
    HasEntryDeriv I (fun s => (A s)ᵀ * B s) (A'ᵀ * B r + (A r)ᵀ * B') r := by
  intro i j
  have h := HasDerivWithinAt.fun_sum (u := Finset.univ)
    (fun k _ => (hA k i).fun_mul (hB k j))
  have e : (fun s => ((A s)ᵀ * B s) i j) = fun s => ∑ k, A s k i * B s k j := by
    funext s
    simp [Matrix.mul_apply]
  show HasDerivWithinAt (fun s => ((A s)ᵀ * B s) i j) _ I r
  rw [e]
  refine h.congr_deriv ?_
  simp [Matrix.mul_apply, Finset.sum_add_distrib]

/-- For any coupling matrix `Q`, symmetric or not, the Wronskian of two solutions changes
at the rate `Fᵀ (Q - Qᵀ) G`. -/
theorem wronskian_hasDeriv {I : Set ℝ} {Q : ℝ → Matrix ι ι ℝ} {F F' : ℝ → Matrix ι p ℝ}
    {G G' : ℝ → Matrix ι q ℝ} (hF : IsRadialSolution I Q F F')
    (hG : IsRadialSolution I Q G G') {r : ℝ} (hr : r ∈ I) :
    HasEntryDeriv I (wronskian F F' G G') ((F r)ᵀ * (Q r - (Q r)ᵀ) * G r) r := by
  intro i j
  have h := ((hF r hr).1.transpose_mul (hG r hr).2 i j).fun_sub
    ((hF r hr).2.transpose_mul (hG r hr).1 i j)
  refine h.congr_deriv ?_
  -- the terms with two first derivatives cancel
  have e : ((F' r)ᵀ * G' r + (F r)ᵀ * (Q r * G r))
      - ((Q r * F r)ᵀ * G r + (F' r)ᵀ * G' r) = (F r)ᵀ * (Q r - (Q r)ᵀ) * G r := by
    rw [Matrix.transpose_mul, Matrix.mul_sub, Matrix.sub_mul]
    simp only [Matrix.mul_assoc]
    abel
  exact congrFun (congrFun e i) j

/-- Conservation law: if `Q` is symmetric on an interval, the matrix Wronskian of two
solutions of the coupled radial equations has the same value at any two of its points. -/
theorem wronskian_constant {I : Set ℝ} (hI : Convex ℝ I) {Q : ℝ → Matrix ι ι ℝ}
    (hQ : ∀ r ∈ I, (Q r).IsSymm) {F F' : ℝ → Matrix ι p ℝ} {G G' : ℝ → Matrix ι q ℝ}
    (hF : IsRadialSolution I Q F F') (hG : IsRadialSolution I Q G G')
    {r s : ℝ} (hr : r ∈ I) (hs : s ∈ I) :
    wronskian F F' G G' r = wronskian F F' G G' s := by
  ext i j
  have hd : ∀ x ∈ I, HasDerivWithinAt (fun x => wronskian F F' G G' x i j) 0 I x := by
    intro x hx
    refine (wronskian_hasDeriv hF hG hx i j).congr_deriv ?_
    rw [(hQ x hx).eq]
    simp
  -- a function with zero derivative on an interval is constant
  have h := hI.norm_image_sub_le_of_norm_hasDerivWithin_le (f' := fun _ => (0 : ℝ))
    (C := 0) hd (fun x _ => by simp) hs hr
  exact sub_eq_zero.1 (norm_le_zero_iff.1 (h.trans_eq (zero_mul _)))

/-- Converse: if the Wronskian of two square matrix solutions is constant on a neighbourhood
`I` of `r`, and both solutions are invertible at `r`, then `Q` is symmetric at `r`. -/
theorem symmetric_of_wronskian_constant [DecidableEq ι] {I : Set ℝ} {r : ℝ} (hI : I ∈ 𝓝 r)
    {Q F F' G G' : ℝ → Matrix ι ι ℝ} (hF : IsRadialSolution I Q F F')
    (hG : IsRadialSolution I Q G G') (hFr : IsUnit (F r)) (hGr : IsUnit (G r))
    {W : Matrix ι ι ℝ} (hW : ∀ s ∈ I, wronskian F F' G G' s = W) : (Q r).IsSymm := by
  have h0 : (F r)ᵀ * (Q r - (Q r)ᵀ) * G r = 0 := by
    ext i j
    have h1 := (wronskian_hasDeriv hF hG (mem_of_mem_nhds hI) i j).hasDerivAt hI
    have h2 : HasDerivAt (fun s => wronskian F F' G G' s i j) 0 r := by
      refine (hasDerivAt_const r (W i j)).congr_of_eventuallyEq ?_
      filter_upwards [hI] with s hs
      rw [hW s hs]
    exact h1.unique h2
  have hFt : IsUnit (F r)ᵀ := by
    rw [Matrix.isUnit_iff_isUnit_det, Matrix.det_transpose]
    exact (Matrix.isUnit_iff_isUnit_det _).1 hFr
  -- cancel the invertible solutions on both sides
  have h3 := hFt.mul_right_eq_zero.1 (hGr.mul_left_eq_zero.1 h0)
  exact (sub_eq_zero.1 h3).symm

/-- For symmetric `Q` on `(0, R)`, the Wronskian of two solutions that are regular at the
origin vanishes throughout. -/
theorem wronskian_regular_eq_zero {R : ℝ} {Q : ℝ → Matrix ι ι ℝ}
    (hQ : ∀ r ∈ Set.Ioo 0 R, (Q r).IsSymm) {F F' : ℝ → Matrix ι p ℝ}
    {G G' : ℝ → Matrix ι q ℝ} (hF : IsRadialSolution (Set.Ioo 0 R) Q F F')
    (hG : IsRadialSolution (Set.Ioo 0 R) Q G G') (rF : IsRegular F F') (rG : IsRegular G G')
    {r : ℝ} (hr : r ∈ Set.Ioo 0 R) : wronskian F F' G G' r = 0 := by
  obtain ⟨F0, D, hD⟩ := rF
  obtain ⟨G0, E, hE⟩ := rG
  ext i j
  have h : Tendsto (fun s => ∑ k, F s k i * G' s k j - ∑ k, F' s k i * G s k j)
      (𝓝[>] 0) (𝓝 (∑ k, 0 * E k j - ∑ k, D k i * 0)) :=
    (tendsto_finsetSum _ fun k _ => (F0 k i).mul (hE k j)).sub
      (tendsto_finsetSum _ fun k _ => (hD k i).mul (G0 k j))
  -- the conserved value equals its limit at the origin
  have hc : Tendsto (fun s => ∑ k, F s k i * G' s k j - ∑ k, F' s k i * G s k j)
      (𝓝[>] 0) (𝓝 (wronskian F F' G G' r i j)) := by
    refine tendsto_const_nhds.congr' ?_
    filter_upwards [Ioo_mem_nhdsGT (hr.1.trans hr.2)] with s hs
    rw [wronskian_constant (convex_Ioo 0 R) hQ hF hG hr hs]
    simp [wronskian, Matrix.mul_apply]
  simpa using tendsto_nhds_unique hc h

/-- Let `Q` be symmetric and match a regular solution at radius `r`, in value and slope, to
`j C - y S`, where the free radial functions `j`, `y` have the same non-zero Wronskian `w`
in every channel. Then the amplitude matrices satisfy `Cᵀ S = Sᵀ C`. -/
theorem matching_amplitudes_symmetric [DecidableEq ι] {R : ℝ} {Q : ℝ → Matrix ι ι ℝ}
    (hQ : ∀ r ∈ Set.Ioo 0 R, (Q r).IsSymm) {F F' : ℝ → Matrix ι p ℝ}
    (hF : IsRadialSolution (Set.Ioo 0 R) Q F F') (rF : IsRegular F F')
    {r : ℝ} (hr : r ∈ Set.Ioo 0 R) {j j' y y' : ι → ℝ} {w : ℝ} (hw0 : w ≠ 0)
    (hw : ∀ k, j k * y' k - j' k * y k = w) {C S : Matrix ι p ℝ}
    (hval : F r = diagonal j * C - diagonal y * S)
    (hslope : F' r = diagonal j' * C - diagonal y' * S) : Cᵀ * S = Sᵀ * C := by
  have eF : ∀ k a, F r k a = j k * C k a - y k * S k a := by
    intro k a
    rw [hval, Matrix.sub_apply, Matrix.diagonal_mul, Matrix.diagonal_mul]
  have eF' : ∀ k a, F' r k a = j' k * C k a - y' k * S k a := by
    intro k a
    rw [hslope, Matrix.sub_apply, Matrix.diagonal_mul, Matrix.diagonal_mul]
  ext a b
  -- the self-Wronskian measures the asymmetry of the amplitudes
  have key : w * ((Cᵀ * S) a b - (Sᵀ * C) a b) = -(wronskian F F' F F' r a b) := by
    simp only [wronskian, Matrix.sub_apply, Matrix.mul_apply, Matrix.transpose_apply, eF, eF']
    rw [← Finset.sum_sub_distrib, ← Finset.sum_sub_distrib, Finset.mul_sum,
      ← Finset.sum_neg_distrib]
    refine Finset.sum_congr rfl fun k _ => ?_
    linear_combination (-(C k a * S k b - S k a * C k b)) * hw k
  rw [wronskian_regular_eq_zero hQ hF hF rF rF hr, Matrix.zero_apply, neg_zero] at key
  exact sub_eq_zero.1 ((mul_eq_zero.1 key).resolve_left hw0)

/-- Two channels coupled by the constant symmetric matrix with zero diagonal and unit
off-diagonal entries have an explicit regular matrix solution built from `sinh` and `sin`. -/
theorem coupled_channels_witness (I : Set ℝ) :
    (!![0, 1; 1, 0] : Matrix (Fin 2) (Fin 2) ℝ).IsSymm ∧
    IsRadialSolution I (fun _ => !![0, 1; 1, 0])
      (fun r => !![Real.sinh r, Real.sin r; Real.sinh r, -Real.sin r])
      (fun r => !![Real.cosh r, Real.cos r; Real.cosh r, -Real.cos r]) ∧
    IsRegular (fun r => !![Real.sinh r, Real.sin r; Real.sinh r, -Real.sin r])
      (fun r => !![Real.cosh r, Real.cos r; Real.cosh r, -Real.cos r]) := by
  have lim : ∀ f : ℝ → ℝ, Continuous f → ∀ c, f 0 = c → Tendsto f (𝓝[>] 0) (𝓝 c) := by
    intro f hf c hc
    rw [← hc]
    exact (hf.tendsto 0).mono_left nhdsWithin_le_nhds
  refine ⟨?_, fun r _ => ⟨?_, ?_⟩, ?_, !![1, 1; 1, -1], ?_⟩
  · unfold Matrix.IsSymm
    ext i j
    fin_cases i <;> fin_cases j <;> simp
  · intro i j
    fin_cases i <;> fin_cases j
    · exact (Real.hasDerivAt_sinh r).hasDerivWithinAt
    · exact (Real.hasDerivAt_sin r).hasDerivWithinAt
    · exact (Real.hasDerivAt_sinh r).hasDerivWithinAt
    · exact (Real.hasDerivAt_sin r).fun_neg.hasDerivWithinAt
  · intro i j
    fin_cases i <;> fin_cases j
    · exact (Real.hasDerivAt_cosh r).hasDerivWithinAt.congr_deriv (by simp [Matrix.mul_apply])
    · exact (Real.hasDerivAt_cos r).hasDerivWithinAt.congr_deriv (by simp [Matrix.mul_apply])
    · exact (Real.hasDerivAt_cosh r).hasDerivWithinAt.congr_deriv (by simp [Matrix.mul_apply])
    · exact (Real.hasDerivAt_cos r).fun_neg.hasDerivWithinAt.congr_deriv
        (by simp [Matrix.mul_apply])
  · intro i j
    fin_cases i <;> fin_cases j
    · exact lim _ Real.continuous_sinh 0 Real.sinh_zero
    · exact lim _ Real.continuous_sin 0 Real.sin_zero
    · exact lim _ Real.continuous_sinh 0 Real.sinh_zero
    · exact lim (fun r => -Real.sin r) Real.continuous_sin.neg 0 (by simp)
  · intro i j
    fin_cases i <;> fin_cases j
    · exact lim _ Real.continuous_cosh 1 Real.cosh_zero
    · exact lim _ Real.continuous_cos 1 Real.cos_zero
    · exact lim _ Real.continuous_cosh 1 Real.cosh_zero
    · exact lim (fun r => -Real.cos r) Real.continuous_cos.neg (-1) (by simp)

end FullPotentialWronskian
```

```lean
#print axioms FullPotentialWronskian.symmetric_of_wronskian_constant
#print axioms FullPotentialWronskian.matching_amplitudes_symmetric
```

```
'FullPotentialWronskian.symmetric_of_wronskian_constant' depends on axioms: [propext, Classical.choice, Quot.sound]
'FullPotentialWronskian.matching_amplitudes_symmetric' depends on axioms: [propext, Classical.choice, Quot.sound]
```

## From the product rule to the amplitudes

`HasEntryDeriv.transpose_mul` writes each entry of AᵀB as a sum over channels and differentiates it term by term. `wronskian_hasDeriv` applies this to both halves of W. Its identity `e` is the cancellation done by hand above, with `abel` removing the two F'ᵀG' terms.

In `wronskian_constant`, symmetry turns the derivative into zero. The mean value inequality with bound 0 then forces the difference between any two values to vanish.

For the converse, `symmetric_of_wronskian_constant` computes the derivative of W at r twice: once from the rate formula and once from constancy. Because `I` is a neighbourhood of r, the derivative is unique, so the two results agree. The invertible factors are then cancelled one at a time.

`wronskian_regular_eq_zero` likewise finds one limit twice. As the radius falls to zero, the Wronskian tends to 0 by regularity (`h`) and to its value at r by conservation (`hc`).

In `matching_amplitudes_symmetric`, the equation `key` is the expansion of the self-Wronskian. It is checked channel by channel, with `linear_combination` inserting the free Wronskian `hw k`. By `wronskian_regular_eq_zero` its right side is zero, and w ≠ 0 permits division.

Finally, `coupled_channels_witness` verifies a concrete case with the symmetric coupling of the opening example. The columns (sinh r, sinh r) and (sin r, −sin r) satisfy the radial equations and are regular, with the derivative matrix tending to `!![1, 1; 1, -1]` at the origin.
